# Trace of the product of two symmetric tensors with a common axis

Let `n` be a real unit vector in three dimensions and `axial n` the dyad n nᵀ. The theorem concerns two rank-two tensors of the form a(1 − n nᵀ) + b n nᵀ and c(1 − n nᵀ) + d n nᵀ. Each is symmetric as a matrix and axially symmetric about `n`. The transverse amplitudes a and c and the longitudinal amplitudes b and d are arbitrary complex numbers. The trace of the product of the two tensors is 2ac + bd, since there are two transverse directions and one longitudinal. The attempt first shows that the dyad is a projector of trace one. It then aims to find the products and the trace involving the complement `1 - axial n`, and to use them in expanding the product of the two tensors.

In Lean, a first try:

```lean
import Mathlib

open Matrix Complex

namespace TraceAxialMul

noncomputable section

/-- The dyad `n nᵀ` built from the direction `n` of the intermolecular axis. -/
def axial (n : Fin 3 → ℝ) : Matrix (Fin 3) (Fin 3) ℂ :=
  Matrix.of fun i j => (n i : ℂ) * (n j : ℂ)

variable {n : Fin 3 → ℝ} {k R : ℝ}

/-- For a unit vector `n`, the trace of a product of two axially symmetric tensors counts
the transverse amplitudes twice and the longitudinal amplitudes once. -/
theorem trace_axial_mul (hn : n ⬝ᵥ n = 1) (a b c d : ℂ) :
    Matrix.trace ((a • (1 - axial n) + b • axial n) * (c • (1 - axial n) + d • axial n))
      = 2 * a * c + b * d := by
  have h : (n 0 : ℂ) ^ 2 + (n 1 : ℂ) ^ 2 + (n 2 : ℂ) ^ 2 = 1 := by
    have h' : n 0 ^ 2 + n 1 ^ 2 + n 2 ^ 2 = 1 := by
      simp only [dotProduct, Fin.sum_univ_three] at hn
      linear_combination hn
    exact_mod_cast h'
  -- the dyad is a projector of trace one
  have hL : axial n * axial n = axial n := by
    ext i j
    simp only [axial, Matrix.mul_apply, Matrix.of_apply, Fin.sum_univ_three]
    linear_combination ((n i : ℂ) * (n j : ℂ)) * h
  have ht : Matrix.trace (axial n) = 1 := by
    simp only [Matrix.trace, Matrix.diag_apply, axial, Matrix.of_apply, Fin.sum_univ_three]
    linear_combination h
  have h1 : (1 - axial n) * (1 - axial n) = 1 - axial n := by
    rw [sub_mul, mul_sub, one_mul, mul_one, one_mul, hL, sub_self, sub_zero]
  have h2 : (1 - axial n) * axial n = 0 := by rw [sub_mul, one_mul, hL, sub_self]
  have h3 : axial n * (1 - axial n) = 0 := by rw [mul_sub, mul_one, hL, sub_self]
  have h4 : Matrix.trace (1 - axial n) = 2 := by
    rw [Matrix.trace_sub, Matrix.trace_one, ht, Fintype.card_fin]
    norm_num
  simp only [add_mul, mul_add, Matrix.smul_mul, Matrix.mul_smul, h1, h2, h3, hL, smul_zero,
    add_zero, zero_add, Matrix.trace_add, Matrix.trace_smul, h4, ht, smul_eq_mul]
  ring

end

end TraceAxialMul
```

Messages:

```
Main.lean:34:35: error: Tactic `rewrite` failed: Did not find an occurrence of the pattern
  ?a * 1
in the target expression
  1 - 1 * axial n - axial n * (1 - axial n) = 1 - axial n

n : Fin 3 → ℝ
hn : n ⬝ᵥ n = 1
a b c d : ℂ
h : ↑(n 0) ^ 2 + ↑(n 1) ^ 2 + ↑(n 2) ^ 2 = 1
hL : axial n * axial n = axial n
ht : (axial n).trace = 1
⊢ 1 - 1 * axial n - axial n * (1 - axial n) = 1 - axial n
```

The mended proof, as a diff:

```diff
@@ -31,7 +31,7 @@
     simp only [Matrix.trace, Matrix.diag_apply, axial, Matrix.of_apply, Fin.sum_univ_three]
     linear_combination h
+  have h2 : (1 - axial n) * axial n = 0 := by rw [sub_mul, one_mul, hL, sub_self]
   have h1 : (1 - axial n) * (1 - axial n) = 1 - axial n := by
-    rw [sub_mul, mul_sub, one_mul, mul_one, one_mul, hL, sub_self, sub_zero]
-  have h2 : (1 - axial n) * axial n = 0 := by rw [sub_mul, one_mul, hL, sub_self]
+    rw [mul_sub, mul_one, h2, sub_zero]
   have h3 : axial n * (1 - axial n) = 0 := by rw [mul_sub, mul_one, hL, sub_self]
   have h4 : Matrix.trace (1 - axial n) = 2 := by
```

The error is in `h1`, which says that `1 - axial n` squares to itself. `rw` fixes a lemma's variables at the first match and rewrites only copies of that instance. After `sub_mul`, the goal holds two products that `mul_sub` could expand, `1 * (1 - axial n)` and `axial n * (1 - axial n)`, and `mul_sub` expands only the first. `one_mul` then turns `1 * 1` into `1` and leaves `1 * axial n` alone. No product with `1` on the right remains, so `mul_one` finds nothing to rewrite. The second product would have supplied one had it been expanded.

The repair expands only the right factor. `mul_sub` gives `(1 - axial n) * 1 - (1 - axial n) * axial n`, where `mul_one` does find its pattern. The last product is zero by `h2`, and `sub_zero` finishes. `h2` is moved above `h1` so that it can be used there; its own proof is unchanged.
